# Three-point and five-point finite differences never overestimate the kinetic energy of a plane wave

Before I run a real-space grid calculation, I choose the spacing h by applying the finite-difference kinetic energy operator to the shortest plane wave I need and comparing the result with k²/2. I treat the deviation as an underestimate, and I expect the five-point stencil to come at least as close as the three-point one. Is this true for every wave number, even where the wave is too short for the grid and a Taylor expansion in h says nothing? I would like to see every step of the argument, and a version that a proof assistant has checked.

## The ordering holds at every wave number

Yes, for a plane wave in one dimension on a uniform grid. In units ħ = m = 1, let E3, E5 and E be its kinetic energies under the three-point stencil, the five-point stencil and the exact operator. Then E3 ≤ E5 ≤ E for every real k and every h ≠ 0, and E5 < E unless k = 0.

### Stencil eigenvalues from shifted waves

Let ψ(x) = exp(ikx), and let θ = kh be the phase per grid step. Shifting the wave by a distance a to either side gives factors exp(ika) and exp(−ika), so

ψ(x + a) + ψ(x − a) = 2 cos(ka) ψ(x).

With a = h, and for the wider stencil also a = 2h, this gives

2ψ(x) − ψ(x + h) − ψ(x − h) = s3(θ) ψ(x), where s3(θ) = 2 − 2 cos θ,

[30ψ(x) − 16(ψ(x + h) + ψ(x − h)) + ψ(x + 2h) + ψ(x − 2h)]/12 = s5(θ) ψ(x), where s5(θ) = (30 − 32 cos θ + 2 cos 2θ)/12.

Both left-hand sides approximate −h²ψ″(x), which equals θ²ψ(x) exactly. Dividing by 2h² gives the energies:

E3 = s3(θ)/(2h²), E5 = s5(θ)/(2h²), E = θ²/(2h²) = k²/2.

It remains to show that s3(θ) ≤ s5(θ) ≤ θ².

For the first inequality, write t = s3(θ). Then cos θ = 1 − t/2 and cos 2θ = 2 cos²θ − 1 = 1 − 2t + t²/2. Substitution gives

s5(θ) = (30 − 32 + 16t + 2 − 4t + t²)/12 = t + t²/12 ≥ t.

### The gap between the five-point value and θ²

The double-angle formula also gives s5(θ) = (7 − 8 cos θ + cos²θ)/3. Let D(θ) = θ² − s5(θ). Differentiating twice,

D′(θ) = 2θ − (8 sin θ − 2 sin θ cos θ)/3,

D″(θ) = 2 − (8 cos θ − 2 cos 2θ)/3 = 4(1 − cos θ)²/3 ≥ 0.

So D′ is nondecreasing. Since D′(0) = 0, it is nonnegative for θ ≥ 0, and D is nondecreasing there. Since D(0) = 0, D is nonnegative for θ ≥ 0, and because D is even, it is nonnegative everywhere.

Strictness follows from doubling the phase. With t = s3(θ) again, s3(2θ) = 4t − t², and therefore

s5(2θ) = (4t − t²) + (4t − t²)²/12 = 4 s5(θ) − t³(8 − t)/12.

Now take θ ≠ 0, use this identity at θ/2, and put u = s3(θ/2), which lies between 0 and 4. If u > 0, the subtracted term is positive, and

s5(θ) < 4 s5(θ/2) ≤ 4(θ/2)² = θ².

If u = 0, then s5(θ/2) = 0, so s5(θ) = 0 < θ².

### The ordering in Lean

```lean
import Mathlib

open Complex (I)

namespace StencilKineticEnergy

noncomputable section

/-- The plane wave `exp(i k x)` with wave number `k`. -/
def planeWave (k x : ℝ) : ℂ := Complex.exp (I * k * x)

/-- The three-point stencil for minus the second derivative, multiplied by `h ^ 2`. -/
def stencil3 (h : ℝ) (ψ : ℝ → ℂ) (x : ℝ) : ℂ :=
  2 * ψ x - ψ (x + h) - ψ (x - h)

/-- The five-point stencil for minus the second derivative, multiplied by `h ^ 2`. -/
def stencil5 (h : ℝ) (ψ : ℝ → ℂ) (x : ℝ) : ℂ :=
  (30 * ψ x - 16 * (ψ (x + h) + ψ (x - h)) + (ψ (x + 2 * h) + ψ (x - 2 * h))) / 12

/-- The three-point symbol as a function of the phase `θ` per grid step. -/
def symbol3 (θ : ℝ) : ℝ := 2 - 2 * Real.cos θ

/-- The five-point symbol as a function of the phase `θ` per grid step. -/
def symbol5 (θ : ℝ) : ℝ := (30 - 32 * Real.cos θ + 2 * Real.cos (2 * θ)) / 12

/-- Shifting a plane wave by `a` to either side and adding the results
multiplies it by `2 cos (k a)`. -/
theorem planeWave_shift (k a x : ℝ) :
    planeWave k (x + a) + planeWave k (x - a)
      = 2 * (Real.cos (k * a) : ℂ) * planeWave k x := by
  have h1 : planeWave k (x + a)
      = planeWave k x * Complex.exp (((k * a : ℝ) : ℂ) * I) := by
    unfold planeWave
    rw [← Complex.exp_add]
    congr 1
    push_cast
    ring
  have h2 : planeWave k (x - a)
      = planeWave k x * Complex.exp (-((k * a : ℝ) : ℂ) * I) := by
    unfold planeWave
    rw [← Complex.exp_add]
    congr 1
    push_cast
    ring
  rw [h1, h2, Complex.ofReal_cos, Complex.cos]
  ring

/-- A plane wave is an eigenfunction of the three-point stencil, with eigenvalue
the three-point symbol at `θ = k h`. -/
theorem stencil3_planeWave (h k x : ℝ) :
    stencil3 h (planeWave k) x = (symbol3 (k * h) : ℂ) * planeWave k x := by
  have e := planeWave_shift k h x
  simp only [stencil3, symbol3, Complex.ofReal_sub, Complex.ofReal_mul, Complex.ofReal_ofNat]
  linear_combination -e

/-- A plane wave is an eigenfunction of the five-point stencil, with eigenvalue
the five-point symbol at `θ = k h`. -/
theorem stencil5_planeWave (h k x : ℝ) :
    stencil5 h (planeWave k) x = (symbol5 (k * h) : ℂ) * planeWave k x := by
  have e1 := planeWave_shift k h x
  have e2 := planeWave_shift k (2 * h) x
  rw [show k * (2 * h) = 2 * (k * h) by ring] at e2
  simp only [stencil5, symbol5, Complex.ofReal_div, Complex.ofReal_add, Complex.ofReal_sub,
    Complex.ofReal_mul, Complex.ofReal_ofNat]
  linear_combination (-16 / 12) * e1 + (1 / 12) * e2

/-- Minus the second derivative multiplies a plane wave by `k ^ 2`. -/
theorem neg_deriv_deriv_planeWave (k x : ℝ) :
    -deriv (deriv (planeWave k)) x = ((k ^ 2 : ℝ) : ℂ) * planeWave k x := by
  have d : ∀ y : ℝ, HasDerivAt (planeWave k) (I * k * planeWave k y) y := by
    intro y
    have h0 : HasDerivAt (fun z : ℝ => (z : ℂ)) 1 y := by
      simpa using (hasDerivAt_id y).ofReal_comp
    exact ((h0.const_mul (I * (k : ℂ))).cexp).congr_deriv (by simp only [planeWave]; ring)
  have hd : deriv (planeWave k) = fun y => I * k * planeWave k y :=
    funext fun y => (d y).deriv
  have h2 : deriv (deriv (planeWave k)) x = I * k * (I * k * planeWave k x) := by
    rw [hd]
    exact ((d x).const_mul (I * (k : ℂ))).deriv
  rw [h2, Complex.ofReal_pow]
  linear_combination (-(k : ℂ) ^ 2 * planeWave k x) * Complex.I_sq

/-- The five-point symbol is the three-point symbol plus one twelfth of its square. -/
theorem symbol5_eq (θ : ℝ) : symbol5 θ = symbol3 θ + symbol3 θ ^ 2 / 12 := by
  simp only [symbol5, symbol3, Real.cos_two_mul]
  ring

/-- For every real phase, the three-point symbol is at most the five-point symbol,
which is at most the exact value `θ ^ 2`. -/
theorem symbol_ordering (θ : ℝ) : symbol3 θ ≤ symbol5 θ ∧ symbol5 θ ≤ θ ^ 2 := by
  refine ⟨by rw [symbol5_eq]; linarith [sq_nonneg (symbol3 θ)], ?_⟩
  -- the slope of the error has a perfect square as its derivative
  have hs : ∀ x : ℝ, HasDerivAt
      (fun y : ℝ => 2 * y - (8 * Real.sin y - 2 * (Real.sin y * Real.cos y)) / 3)
      (4 * (1 - Real.cos x) ^ 2 / 3) x := by
    intro x
    have a := (hasDerivAt_id x).const_mul (2 : ℝ)
    have b := ((Real.hasDerivAt_sin x).const_mul (8 : ℝ)).sub
      (((Real.hasDerivAt_sin x).mul (Real.hasDerivAt_cos x)).const_mul (2 : ℝ))
    exact (a.sub (b.div_const 3)).congr_deriv
      (by linear_combination (-2 / 3) * Real.sin_sq_add_cos_sq x)
  have hg : ∀ x : ℝ, HasDerivAt
      (fun y : ℝ => y * y - (7 - 8 * Real.cos y + Real.cos y * Real.cos y) / 3)
      (2 * x - (8 * Real.sin x - 2 * (Real.sin x * Real.cos x)) / 3) x := by
    intro x
    have a := (hasDerivAt_id x).mul (hasDerivAt_id x)
    have b := (((Real.hasDerivAt_cos x).const_mul (8 : ℝ)).const_sub 7).add
      ((Real.hasDerivAt_cos x).mul (Real.hasDerivAt_cos x))
    exact (a.sub (b.div_const 3)).congr_deriv (by simp only [id_eq]; ring)
  have smono : Monotone
      (fun y : ℝ => 2 * y - (8 * Real.sin y - 2 * (Real.sin y * Real.cos y)) / 3) :=
    monotone_of_deriv_nonneg (fun x => (hs x).differentiableAt)
      (fun x => by rw [(hs x).deriv]; positivity)
  have spos : ∀ x : ℝ, 0 ≤ x →
      0 ≤ 2 * x - (8 * Real.sin x - 2 * (Real.sin x * Real.cos x)) / 3 := by
    intro x hx
    have h0 := smono hx
    simp only [Real.sin_zero, mul_zero, zero_mul, sub_zero, zero_div] at h0
    exact h0
  -- hence the error grows from zero on the half-line, and it is even
  have gmono : MonotoneOn
      (fun y : ℝ => y * y - (7 - 8 * Real.cos y + Real.cos y * Real.cos y) / 3)
      (Set.Ici 0) :=
    monotoneOn_of_deriv_nonneg (convex_Ici 0)
      (fun x _ => (hg x).continuousAt.continuousWithinAt)
      (fun x _ => (hg x).differentiableAt.differentiableWithinAt)
      (fun x hx => by rw [(hg x).deriv]; exact spos x (interior_subset hx))
  have key := gmono (Set.mem_Ici.2 le_rfl) (Set.mem_Ici.2 (abs_nonneg θ)) (abs_nonneg θ)
  simp only [Real.cos_zero, Real.cos_abs, abs_mul_abs_self] at key
  simp only [symbol5, Real.cos_two_mul]
  linarith

/-- Effect of doubling the grid spacing on the five-point symbol, with the defect
written in terms of the three-point symbol. -/
theorem symbol5_doubling (θ : ℝ) :
    symbol5 (2 * θ) = 4 * symbol5 θ - symbol3 θ ^ 3 * (8 - symbol3 θ) / 12 := by
  simp only [symbol5, symbol3, Real.cos_two_mul]
  ring

/-- For every nonzero phase the five-point symbol lies strictly below `θ ^ 2`. -/
theorem symbol5_lt_sq {θ : ℝ} (hθ : θ ≠ 0) : symbol5 θ < θ ^ 2 := by
  have d := symbol5_doubling (θ / 2)
  rw [show 2 * (θ / 2) = θ by ring] at d
  have hpos : 0 < θ ^ 2 := by positivity
  have ht : 0 ≤ symbol3 (θ / 2) := by
    unfold symbol3
    linarith [Real.cos_le_one (θ / 2)]
  have ht4 : symbol3 (θ / 2) ≤ 4 := by
    unfold symbol3
    linarith [Real.neg_one_le_cos (θ / 2)]
  rcases ht.eq_or_lt with h0 | h0
  · -- the half-step phase is a multiple of a full turn: the symbol vanishes
    rw [symbol5_eq (θ / 2), ← h0] at d
    norm_num at d
    linarith
  · -- otherwise the doubling defect is strictly positive
    have hd : 0 < symbol3 (θ / 2) ^ 3 * (8 - symbol3 (θ / 2)) :=
      mul_pos (pow_pos h0 3) (by linarith)
    have hle := (symbol_ordering (θ / 2)).2
    have hsq : 4 * (θ / 2) ^ 2 = θ ^ 2 := by ring
    linarith

/-- Let `E3`, `E5` and `E` be the kinetic energies (units `ħ = m = 1`) of a plane wave under
the three-point stencil, the five-point stencil and the exact operator, with spacing `h ≠ 0`.
Then `E3 ≤ E5 ≤ E`, and `E5 < E` if `k ≠ 0`. -/
theorem kinetic_energy_ordering {h k E3 E5 E : ℝ} (hh : h ≠ 0)
    (h3 : ∀ x, stencil3 h (planeWave k) x = ((2 * h ^ 2 * E3 : ℝ) : ℂ) * planeWave k x)
    (h5 : ∀ x, stencil5 h (planeWave k) x = ((2 * h ^ 2 * E5 : ℝ) : ℂ) * planeWave k x)
    (hE : ∀ x, -deriv (deriv (planeWave k)) x = ((2 * E : ℝ) : ℂ) * planeWave k x) :
    E3 ≤ E5 ∧ E5 ≤ E ∧ (k ≠ 0 → E5 < E) := by
  have ne : planeWave k 0 ≠ 0 := Complex.exp_ne_zero _
  -- read off the three eigenvalues
  have e3 : symbol3 (k * h) = 2 * h ^ 2 * E3 :=
    Complex.ofReal_injective
      (mul_right_cancel₀ ne ((stencil3_planeWave h k 0).symm.trans (h3 0)))
  have e5 : symbol5 (k * h) = 2 * h ^ 2 * E5 :=
    Complex.ofReal_injective
      (mul_right_cancel₀ ne ((stencil5_planeWave h k 0).symm.trans (h5 0)))
  have eE : k ^ 2 = 2 * E :=
    Complex.ofReal_injective
      (mul_right_cancel₀ ne ((neg_deriv_deriv_planeWave k 0).symm.trans (hE 0)))
  have hsq : (k * h) ^ 2 = 2 * h ^ 2 * E := by
    rw [mul_pow, eE]
    ring
  have hp : 0 < 2 * h ^ 2 := by positivity
  obtain ⟨o1, o2⟩ := symbol_ordering (k * h)
  rw [e3, e5] at o1
  rw [e5, hsq] at o2
  refine ⟨le_of_mul_le_mul_left o1 hp, le_of_mul_le_mul_left o2 hp, fun hk => ?_⟩
  have o3 := symbol5_lt_sq (mul_ne_zero hk hh)
  rw [e5, hsq] at o3
  exact lt_of_mul_lt_mul_left o3 hp.le

end

end StencilKineticEnergy
```

```lean
#print axioms StencilKineticEnergy.kinetic_energy_ordering
-- 'StencilKineticEnergy.kinetic_energy_ordering' depends on axioms: [propext, Classical.choice, Quot.sound]
```

### Energies read from eigenvalue equations

The function `planeWave k` is exp(ikx) on the whole real line. The operators `stencil3 h` and `stencil5 h` act on functions from ℝ to ℂ and carry a factor h², so their definitions contain no division by h. The functions s3 and s5 are `symbol3` and `symbol5`, and `symbol_ordering` is the double inequality for every real θ.

The theorem `kinetic_energy_ordering` speaks of energies. Its hypotheses `h3`, `h5` and `hE` say that the real numbers `E3`, `E5` and `E` are the kinetic energies of the plane wave under the three operators. The kinetic operator is half of minus the second derivative, so the factor in front of the wave is 2h² times the energy for the scaled stencils and twice the energy for the exact operator. Such energies exist for every k and every h ≠ 0, namely the three values given above. As eigenvalues, they do not depend on how the wave is normalised.

The hypothesis `hh` says that the spacing is nonzero; its sign is free. At h = 0 both sides of `h3` and `h5` vanish whatever `E3` and `E5` are, so the equations would no longer determine these energies.

The conclusion has three parts: `E3 ≤ E5`, `E5 ≤ E`, and `E5 < E` when `k ≠ 0`. The first cannot be made strict for all k ≠ 0, because at kh = 2π both stencils return zero.

The model is a free particle in one dimension, with no potential and no boundary, and with these two stencils only. Within that model, the result shows that a finite-difference kinetic energy, as used in real-space electronic structure, can lie below the exact kinetic energy of the same wave, so it is not in general an upper bound to it.

### From shifted exponentials to the energy inequality

`planeWave_shift` is the identity for opposite shifts. It factors each shifted exponential and writes the cosine as half a sum of exponentials. `stencil3_planeWave` and `stencil5_planeWave` then follow by `linear_combination`, whose coefficients are the stencil weights of the shifted pairs. `neg_deriv_deriv_planeWave` differentiates the wave twice and uses i² = −1.

`symbol5_eq` is the identity s5 = t + t²/12, and the first half of `symbol_ordering` adds only that a square is nonnegative. In the second half, `hg` gives the derivative of D and `hs` gives the derivative of D′, already in the form of a perfect square. From these, `smono` says that D′ is monotone, `spos` that it is nonnegative for x ≥ 0, and `gmono` that D is monotone on the half-line. The step `key` compares D at 0 and at |θ|. Since the cosine and the square do not see the sign of θ, this settles negative phases too.

`symbol5_doubling` is the phase-doubling identity. `symbol5_lt_sq` uses it at θ/2, and its `rcases` line separates the cases u = 0 and u > 0.

In the final theorem, each hypothesis is evaluated at x = 0, where the wave is nonzero and can be cancelled. This identifies `symbol3 (k * h)` with `2 * h ^ 2 * E3`, and likewise for the other two energies. The inequalities between symbols then become inequalities between energies once the positive factor 2h² is removed.

### Long waves, the zone edge and a test for a stencil routine

For small θ the expansions are

s3(θ) = θ² − θ⁴/12 + …, s5(θ) = θ² − θ⁶/90 + ….

At θ = π, the shortest wave that the grid can tell apart from longer ones, the values are s3 = 4 and s5 = 16/3, against π² ≈ 9.87. The stencils therefore retain about 41% and 54% of the kinetic energy. At k = 0 all three energies are zero.

In a program, the five-point kinetic operator has 5/(4h²) on the diagonal, −2/(3h²) for nearest neighbours and 1/(24h²) for second neighbours. To test it, take a periodic grid of N ≥ 5 points, apply the operator to exp(ikx) with k = 2πm/(Nh) for an integer m, and divide by the wave at any grid point. The quotient should be s5(kh)/(2h²). If it exceeds k²/2 by more than rounding, a coefficient or an index is wrong.

The doubling identity also describes a convergence run. For a fixed wave, with t = s3(kh), dividing it by 8h² gives

E5(spacing 2h) = E5(spacing h) − t³(8 − t)/(96h²).

Since t lies between 0 and 4, halving the spacing never lowers the five-point kinetic energy of a plane wave.
